# Source–drain resistance \(d(N-d)/N\) for a ring of \(N\) contacts with ideal helical edges

A: Drive unit current from contact \(0\) to contact \(d\), with \(0<d<N\), around a ring of \(N\) contacts joined by ideal helical edges, with one pair of channels per segment. Every contact equilibrates the channels that enter it, and the other contacts draw no net current. The equations for the contact voltages \(V_j\) have solutions, and every solution satisfies

\[ V_0-V_d=\frac{d(N-d)}{N}. \]

Resistance is in units of \(h/e^2\). Six contacts with \(d=3\) give \(3/2\).

Q: Where does the physics enter? I see no spin and no topology.

A: It enters as an assumption about transport. Each segment carries two counterpropagating channels, each perfectly transmitted and filled at the voltage of the contact it leaves. The net current from \(j\) to \(j+1\) is then \(V_j-V_{j+1}\), and contact \(j\) emits

\[ I_j=(V_j-V_{j-1})+(V_j-V_{j+1})=2V_j-V_{j-1}-V_{j+1}. \]

Band topology together with time-reversal symmetry motivates the absence of backscattering; here that absence is postulated, along with contacts that equilibrate both channels.

Q: Then derive the resistance by hand.

A: Let current \(a\) flow through the arm \(0,1,\dots,d\), so \(1-a\) flows through the other. Voltage probes draw no current, so each segment of an arm carries the same current and has the same voltage drop. The arms have \(d\) and \(N-d\) segments and share their end voltages:

\[ ad=(1-a)(N-d),\qquad a=\frac{N-d}{N},\qquad V_0-V_d=ad=\frac{d(N-d)}{N}. \]

For a probe \(k\le d\), the drop is \(V_0-V_k=ka=k(N-d)/N\). For \(d\le k<N\), going the other way round gives \((N-k)(1-a)=d(N-k)/N\). Since \(d(N-k)-k(N-d)=N(d-k)\), both cases are

\[ V_0-V_k=\frac{\min\bigl(d(N-k),\,k(N-d)\bigr)}{N}. \]

Conversely, these voltages satisfy every current equation, so a solution exists.

Q: How does the ring appear in Lean?

A: Contacts are elements of `ZMod N`, so the neighbours of contact \(0\) are \(1\) and \(N-1\). Voltages are real functions on that type.

```lean
import Mathlib

open Finset

namespace QuantumSpinHallRing

noncomputable section

/-- Net current leaving contact `j` of a ring with helical edges: each of the two adjacent
edge segments contributes the voltage difference to the neighbouring contact. -/
def netCurrent {N : ℕ} (V : ZMod N → ℝ) (j : ZMod N) : ℝ :=
  (V j - V (j - 1)) + (V j - V (j + 1))
```

The external current is positive where it enters the sample.

```lean
/-- External current: one unit is injected at contact `0` and extracted at contact `d`. -/
def bias (N d : ℕ) (j : ZMod N) : ℝ :=
  (if j = 0 then (1 : ℝ) else 0) - (if j = (d : ZMod N) then (1 : ℝ) else 0)
```

The next two definitions give the drop found above and a voltage profile with \(V_0=0\).

```lean
/-- The function `min (d (N - k), k (N - d)) / N` of the drain position `d` and the probe
position `k`. -/
def voltageDrop (N d k : ℕ) : ℝ :=
  min ((d : ℝ) * (N - k)) ((k : ℝ) * (N - d)) / N

/-- Voltage profile on the ring, measured from the source contact `0`, for a drain at `d`. -/
def profile (N d : ℕ) (j : ZMod N) : ℝ := -voltageDrop N d j.val
```

Q: Does the minimum really encode the two arms?

A: Yes. These two lemmas select the correct branch by the sign of \(N(d-k)\).

```lean
/-- For a probe position `k ≤ d`, the voltage drop equals `k (N - d) / N`. -/
theorem voltageDrop_of_le {N d k : ℕ} (h : k ≤ d) :
    voltageDrop N d k = (k : ℝ) * (N - d) / N := by
  have h' : (k : ℝ) ≤ d := by exact_mod_cast h
  have hN : (0 : ℝ) ≤ N := Nat.cast_nonneg N
  unfold voltageDrop
  rw [min_eq_right]
  nlinarith [mul_nonneg (sub_nonneg.2 h') hN]

/-- For a probe position `k ≥ d`, the voltage drop equals `d (N - k) / N`. -/
theorem voltageDrop_of_ge {N d k : ℕ} (h : d ≤ k) :
    voltageDrop N d k = (d : ℝ) * (N - k) / N := by
  have h' : (d : ℝ) ≤ k := by exact_mod_cast h
  have hN : (0 : ℝ) ≤ N := Nat.cast_nonneg N
  unfold voltageDrop
  rw [min_eq_left]
  nlinarith [mul_nonneg (sub_nonneg.2 h') hN]
```

Q: Your derivation followed currents along the arms. Does the proof do that for an arbitrary solution?

A: It uses reciprocity instead. For voltage functions \(V\) and \(W\), write \(I_j[V]\) and \(I_j[W]\) for their currents. Shifting the index around the ring gives \(\sum_j V_jW_{j-1}=\sum_j W_jV_{j+1}\), and likewise with \(V\) and \(W\) exchanged. Hence \(\sum_j V_jI_j[W]=\sum_j W_jI_j[V]\).

```lean
variable {N : ℕ} [NeZero N]

/-- Reciprocity: the currents driven by `W`, weighted with the voltages `V`, have the same sum
as the currents driven by `V`, weighted with the voltages `W`. -/
theorem reciprocity (V W : ZMod N → ℝ) :
    ∑ j, V j * netCurrent W j = ∑ j, W j * netCurrent V j := by
  -- shifting the summation index by one contact moves the neighbour to the other factor
  have shift : ∀ F G : ZMod N → ℝ,
      ∑ j, F j * G (j - 1) = ∑ j, G j * F (j + 1) := by
    intro F G
    refine (Equiv.sum_comp (Equiv.addRight (1 : ZMod N))
      (fun j => F j * G (j - 1))).symm.trans ?_
    exact Finset.sum_congr rfl fun j _ => by simp [mul_comm]
  have h1 := shift V W
  have h2 := shift W V
  have h3 : ∑ j, V j * W j = ∑ j, W j * V j :=
    Finset.sum_congr rfl fun j _ => mul_comm _ _
  simp only [netCurrent, mul_add, mul_sub, Finset.sum_add_distrib, Finset.sum_sub_distrib]
  linarith
```

Weighting the external current with voltages leaves only the source and drain terms.

```lean
/-- Weighting the external currents with the voltages gives the voltage difference between
source and drain. -/
theorem sum_mul_bias (V : ZMod N → ℝ) (d : ℕ) :
    ∑ j, V j * bias N d j = V 0 - V (d : ZMod N) := by
  simp [bias, mul_sub, Finset.sum_sub_distrib]
```

Q: You still need one actual solution.

A: The explicit profile is checked at the source, on both arms and at the drain. On an arm it is linear, so its second difference vanishes; at the two ends the change of slope supplies the unit current. `hW` makes the profile close at label \(N\), and `lt_trichotomy` separates the arms from the drain.

```lean
/-- The explicit profile satisfies the current equation at every contact. -/
theorem profile_solves {d : ℕ} (hd : d < N) (j : ZMod N) :
    netCurrent (profile N d) j = bias N d j := by
  have hN : (N : ℝ) ≠ 0 := by exact_mod_cast NeZero.ne N
  rcases Nat.eq_zero_or_pos d with h0 | hpos
  · subst h0
    have hz : ∀ k, voltageDrop N 0 k = 0 := fun k => by
      rw [voltageDrop_of_ge (Nat.zero_le k)]; simp
    simp [netCurrent, profile, bias, hz]
  -- the profile closes consistently around the ring, so labels up to `N` may be used
  have hW : ∀ k : ℕ, k ≤ N → profile N d (k : ZMod N) = -voltageDrop N d k := by
    intro k hk
    rcases hk.lt_or_eq with h | h
    · simp only [profile, ZMod.val_cast_of_lt h]
    · rw [h, ZMod.natCast_self, voltageDrop_of_ge hd.le, profile, ZMod.val_zero,
        voltageDrop_of_le (Nat.zero_le d)]
      simp
  have hinj : ∀ a b : ℕ, a < N → b < N → ((a : ZMod N) = (b : ZMod N) ↔ a = b) := by
    intro a b ha hb
    constructor
    · intro h
      have h' := congrArg ZMod.val h
      rwa [ZMod.val_cast_of_lt ha, ZMod.val_cast_of_lt hb] at h'
    · intro h
      rw [h]
  obtain ⟨k, hk, rfl⟩ : ∃ k : ℕ, k < N ∧ (k : ZMod N) = j :=
    ⟨j.val, ZMod.val_lt j, ZMod.natCast_zmod_val j⟩
  have hb : bias N d (k : ZMod N) =
      (if k = 0 then (1 : ℝ) else 0) - (if k = d then (1 : ℝ) else 0) := by
    have h0 := hinj k 0 hk (by omega)
    rw [Nat.cast_zero] at h0
    simp only [bias, h0, hinj k d hk hd]
  rw [hb]
  unfold netCurrent
  cases k with
  | zero =>
    -- the source contact, with neighbours `N - 1` and `1`
    have e1 : ((0 : ℕ) : ZMod N) - 1 = ((N - 1 : ℕ) : ZMod N) := by
      rw [Nat.cast_sub (show 1 ≤ N by omega)]; simp
    have e2 : ((0 : ℕ) : ZMod N) + 1 = ((1 : ℕ) : ZMod N) := by simp
    have c : ((N - 1 : ℕ) : ℝ) = (N : ℝ) - 1 := by
      rw [Nat.cast_sub (show 1 ≤ N by omega)]; simp
    rw [e1, e2, hW 0 (by omega), hW (N - 1) (by omega), hW 1 (by omega),
      voltageDrop_of_le (Nat.zero_le d), voltageDrop_of_le (show 1 ≤ d from hpos),
      voltageDrop_of_ge (show d ≤ N - 1 by omega), c,
      if_pos rfl, if_neg (show ¬ (0 = d) by omega)]
    push_cast
    field_simp
    ring
  | succ m =>
    have e1 : ((m + 1 : ℕ) : ZMod N) - 1 = (m : ZMod N) := by push_cast; ring
    have e2 : ((m + 1 : ℕ) : ZMod N) + 1 = ((m + 2 : ℕ) : ZMod N) := by push_cast; ring
    rw [e1, e2, hW m (by omega), hW (m + 1) (by omega), hW (m + 2) (by omega),
      if_neg (show ¬ (m + 1 = 0) by omega)]
    rcases lt_trichotomy (m + 1) d with h | h | h
    · rw [voltageDrop_of_le (show m ≤ d by omega), voltageDrop_of_le h.le,
        voltageDrop_of_le (show m + 2 ≤ d by omega), if_neg h.ne]
      push_cast
      ring
    · -- the drain contact, where the slope changes
      subst h
      rw [voltageDrop_of_le (show m ≤ m + 1 by omega), voltageDrop_of_le (le_refl (m + 1)),
        voltageDrop_of_ge (show m + 1 ≤ m + 2 by omega), if_pos rfl]
      push_cast
      field_simp
      ring
    · rw [voltageDrop_of_ge (show d ≤ m by omega), voltageDrop_of_ge h.le,
        voltageDrop_of_ge (show d ≤ m + 2 by omega), if_neg h.ne']
      push_cast
      ring
```

Now let \(V\) be any solution with drain \(d\), and let \(W\) be the profile with drain \(k\). Reciprocity becomes \(V_0-V_k=W_0-W_d\), and the right side is the known drop, because the minimum is symmetric in \(d\) and \(k\).

```lean
/-- In every solution of the current equations, the voltage between the source and a contact
`k` is `min (d (N - k), k (N - d)) / N`. -/
theorem probe_voltage {d k : ℕ} (hd : d < N) (hk : k < N) (V : ZMod N → ℝ)
    (hV : ∀ j, netCurrent V j = bias N d j) :
    V 0 - V (k : ZMod N) = voltageDrop N d k := by
  -- compare with the explicit profile whose drain sits at the probe `k`
  have h := reciprocity V (profile N k)
  simp only [profile_solves hk, hV, sum_mul_bias] at h
  have h0 : profile N k 0 = 0 := by
    rw [profile, ZMod.val_zero, voltageDrop_of_le (Nat.zero_le k)]; simp
  have h1 : profile N k (d : ZMod N) = -voltageDrop N d k := by
    rw [profile, ZMod.val_cast_of_lt hd]
    unfold voltageDrop
    rw [min_comm]
  rw [h, h0, h1]
  ring
```

Q: So the voltages themselves need not be unique?

A: Only their differences are fixed; a common constant can be added. The main theorem therefore states existence and then the value for every solution. It needs only \(d<N\) and nonzero \(N\). For \(N=2\), both edges join the same pair of contacts and the resistance is \(1/2\); \(d=0\) means no net drive.

```lean
/-- For unit current from contact `0` to contact `d` of a helical ring with `N` contacts, the
current equations are solvable and every solution has source-drain voltage `d (N - d) / N`. -/
theorem two_terminal_resistance {d : ℕ} (hd : d < N) :
    (∃ V : ZMod N → ℝ, ∀ j, netCurrent V j = bias N d j) ∧
    ∀ V : ZMod N → ℝ, (∀ j, netCurrent V j = bias N d j) →
      V 0 - V (d : ZMod N) = (d : ℝ) * (N - d) / N := by
  refine ⟨⟨profile N d, profile_solves hd⟩, fun V hV => ?_⟩
  rw [probe_voltage hd hd V hV, voltageDrop_of_le le_rfl]
```

Q: What would I compare with a six-terminal bar?

A: Within this model of ideal edges and fully equilibrating contacts, the source–drain resistance is \(3/2\) and the four-terminal resistance between probes \(1\) and \(2\) is \(1/2\). The latter is the difference of two probe drops, \(1-1/2\).

```lean
/-- Six-terminal bar with unit current from contact `0` to contact `3`: the source-drain voltage
is `3/2`, and the voltage between the neighbouring probes `1` and `2` is `1/2`. -/
theorem six_terminal_bar (V : ZMod 6 → ℝ) (hV : ∀ j, netCurrent V j = bias 6 3 j) :
    V 0 - V 3 = 3 / 2 ∧ V 1 - V 2 = 1 / 2 := by
  have h1 := probe_voltage (k := 1) (by norm_num) (by norm_num) V hV
  have h2 := probe_voltage (k := 2) (by norm_num) (by norm_num) V hV
  have h3 := probe_voltage (k := 3) (by norm_num) (by norm_num) V hV
  rw [voltageDrop_of_le (by norm_num)] at h1 h2 h3
  push_cast at h1 h2 h3
  constructor <;> linarith

end

end QuantumSpinHallRing
```

```lean
#print axioms QuantumSpinHallRing.two_terminal_resistance
#print axioms QuantumSpinHallRing.six_terminal_bar
```

```
'QuantumSpinHallRing.two_terminal_resistance' depends on axioms: [propext, Classical.choice, Quot.sound]
'QuantumSpinHallRing.six_terminal_bar' depends on axioms: [propext, Classical.choice, Quot.sound]
```

Q: And if my edges do backscatter?

A: If a segment transmits each channel with probability \(T\), where \(0<T\le 1\), its net current is \(T\) times the voltage difference, so its resistance is \(1/T\), which is at least one. The two arms would then have total resistances \(R_1\) and \(R_2\), and the source–drain value would be \(R_1R_2/(R_1+R_2)\). Setting every segment resistance to one recovers \(d(N-d)/N\), but in general the answer would depend on more than the number of contacts on each arm.
